# Even phases maximise the summed real overlaps on a ring with equal overlap moduli

## Could one badly mismatched link be better?

I have N ≥ 2 states u_0, …, u_{N−1} of one band on a closed ring of k-points, with indices taken modulo N. Write L_j = ⟨u_j, u_{j+1}⟩ for the neighbour overlaps. They all have modulus r > 0, and their product around the ring is r^N exp(iφ) with |φ| ≤ π. A gauge change u_j → c_j u_j, |c_j| = 1, leaves φ alone.

I want a smooth gauge, so I maximise Re Σ_j L_j. Parallel transport makes every link real and positive except the last, which carries all of φ. Spreading the phase gives each link φ/N. The second looks better, but cosine is not concave beyond π/2, so Jensen's inequality doesn't apply directly. Could sacrificing one link ever win?

## Averaging neighbouring angles settles it

No: for equal moduli, the maximum is N r cos(φ/N), and the even gauge reaches it. Averaging neighbouring angles first brings them into the range where cosine is concave.

Take angles t_j ≥ 0 with sum T ≤ π, and let m_j = (t_j + t_{j+1})/2. As N ≥ 2, t_j and t_{j+1} are different terms of the sum, so 0 ≤ m_j ≤ π/2 and

cos t_j + cos t_{j+1} = 2 cos m_j cos((t_j − t_{j+1})/2) ≤ 2 cos m_j.

Summing around the ring counts each cosine twice. Jensen's inequality now applies to the midpoints, whose sum is again T:

Σ cos t_j ≤ Σ cos m_j ≤ N cos(T/N).

Next take unit numbers z_j with product exp(iφ) and principal arguments θ_j. Their sum Θ satisfies exp(iΘ) = exp(iφ), hence cos Θ = cos φ. If |Θ| < |φ| ≤ π, the strict decrease of cosine on [0, π] would give cos Θ > cos φ, so in fact

|φ| ≤ |Θ| ≤ S, where S = Σ|θ_j|.

Choose s in [0, 1] with sS = |φ|. Shrinking the angles raises their cosines, and the shrunk angles sum to |φ| ≤ π:

Re Σ z_j = Σ cos|θ_j| ≤ Σ cos(s|θ_j|) ≤ N cos(φ/N).

In any gauge the overlaps are

L′_j = c_j* c_{j+1} L_j.

The site phases cancel in the cyclic product, so z_j = L′_j/r obeys the bound. Multiplying by r gives Re Σ L′_j ≤ N r cos(φ/N).

To reach the bound, now let z_j = L_j/r in the original gauge and w = exp(iφ/N). Set

g_0 = 1, g_{k+1} = g_k w z_k*.

After one turn, g_N = w^N (∏ z_j)* = exp(iφ) exp(−iφ) = 1, so the phases close. With c_j = g_j, every link becomes L′_j = r w.

In the Lean code below, `link u j` is L_j, with the inner product conjugate-linear in its first argument. The index type `Fin N` makes `j + 1` wrap around. `regauge c u` multiplies the states by c_j, and `alignment` is this code's name for Re Σ L_j; it is not the Wannier spread functional. The states live in any complex inner product space `H` and need not be normalised.

`optimal_ring_gauge` assumes the common modulus (`hmod`) and the cyclic product (`hB`). `IsGreatest` says that N r cos(φ/N) is the alignment of some gauge and an upper bound for all gauges. The second conclusion gives a gauge in which every link equals r exp(iφ/N). Many texts define the Berry phase as −φ, which leaves the maximum unchanged.

If the states all have the same norm, equal moduli mean that neighbouring states are equally far apart in quantum distance around the ring. In one dimension, for a single isolated band of non-interacting electrons with that property, the result identifies a best-aligned gauge from which to build Wannier functions on a finite k-mesh.

In a crystal, the closing link needs care. For cell-periodic Bloch functions, the link closing the Brillouin zone contains a factor exp(−iGx), with G the reciprocal lattice vector and x the position, whereas `link` takes the plain inner product of the last and first states. The plain form suits tight-binding vectors that are periodic in k.

```lean
import Mathlib

open scoped InnerProductSpace ComplexConjugate

namespace RingWannierGauge

noncomputable section

variable {N : ℕ} [NeZero N] {H : Type*} [NormedAddCommGroup H] [InnerProductSpace ℂ H]

/-- The overlap of the state at site `j` of the ring with the state at the next site. -/
def link (u : Fin N → H) (j : Fin N) : ℂ := ⟪u j, u (j + 1)⟫_ℂ

/-- The states after multiplication by the site-dependent factors `c j`. -/
def regauge (c : Fin N → ℂ) (u : Fin N → H) : Fin N → H := fun j => c j • u j

/-- The alignment of a gauge: the real part of the sum of all neighbour overlaps. -/
def alignment (u : Fin N → H) : ℝ := ∑ j, (link u j).re


/-- For at least two nonnegative angles with sum at most `π`, the sum of the cosines is
at most its value when all angles equal their mean. -/
theorem sum_cos_le (hN : 2 ≤ N) (t : Fin N → ℝ) (h0 : ∀ j, 0 ≤ t j)
    (hs : ∑ j, t j ≤ Real.pi) :
    ∑ j, Real.cos (t j) ≤ N * Real.cos ((∑ j, t j) / N) := by
  have hNpos : (0 : ℝ) < N := by exact_mod_cast (by omega : 0 < N)
  have shift : ∀ f : Fin N → ℝ, ∑ j, f (j + 1) = ∑ j, f j := fun f =>
    Equiv.sum_comp (Equiv.addRight (1 : Fin N)) f
  have hne : ∀ j : Fin N, j ≠ j + 1 := by
    intro j h
    have h1 : (1 : Fin N) = 0 := by simpa using h
    have h2 : 1 % N = 0 % N := congrArg Fin.val h1
    rw [Nat.mod_eq_of_lt (by omega), Nat.zero_mod] at h2
    omega
  have hpair : ∀ j, t j + t (j + 1) ≤ Real.pi := by
    intro j
    refine le_trans ?_ hs
    rw [← Finset.sum_pair (hne j)]
    exact Finset.sum_le_sum_of_subset_of_nonneg (Finset.subset_univ _) (fun i _ _ => h0 i)
  -- replace each neighbouring pair of angles by its midpoint
  have hmid : ∀ j, Real.cos (t j) + Real.cos (t (j + 1))
      ≤ 2 * Real.cos ((t j + t (j + 1)) / 2) := by
    intro j
    have h1 : 0 ≤ Real.cos ((t j + t (j + 1)) / 2) :=
      Real.cos_nonneg_of_mem_Icc
        ⟨by linarith [h0 j, h0 (j + 1), Real.pi_pos], by linarith [hpair j]⟩
    rw [Real.cos_add_cos]
    nlinarith [Real.cos_le_one ((t j - t (j + 1)) / 2)]
  have hsum := Finset.sum_le_sum (fun j (_ : j ∈ Finset.univ) => hmid j)
  have hc : ∑ j, Real.cos (t (j + 1)) = ∑ j, Real.cos (t j) :=
    shift (fun j => Real.cos (t j))
  rw [Finset.sum_add_distrib, hc, ← Finset.mul_sum] at hsum
  have hm : ∑ j, (t j + t (j + 1)) / 2 = ∑ j, t j := by
    rw [← Finset.sum_div, Finset.sum_add_distrib, shift t]
    ring
  -- all midpoints lie where the cosine is concave
  have hJ := strictConcaveOn_cos_Icc.concaveOn.le_map_sum (t := Finset.univ)
    (w := fun _ : Fin N => 1 / (N : ℝ)) (p := fun j => (t j + t (j + 1)) / 2)
    (fun _ _ => by positivity)
    (by simp [hNpos.ne'])
    (fun j _ => ⟨by linarith [h0 j, h0 (j + 1), Real.pi_pos], by linarith [hpair j]⟩)
  simp only [smul_eq_mul, ← Finset.mul_sum] at hJ
  rw [hm, one_div_mul_eq_div, one_div_mul_eq_div, div_le_iff₀ hNpos] at hJ
  linarith

/-- At least two unit complex numbers with product `exp (iφ)`, `|φ| ≤ π`, have a sum whose
real part is at most `N cos (φ/N)`. -/
theorem sum_re_le (hN : 2 ≤ N) {φ : ℝ} (hφ : |φ| ≤ Real.pi) (z : Fin N → ℂ)
    (hz : ∀ j, ‖z j‖ = 1) (hp : ∏ j, z j = Complex.exp (φ * Complex.I)) :
    ∑ j, (z j).re ≤ N * Real.cos (φ / N) := by
  have hexp : ∀ j, Complex.exp ((z j).arg * Complex.I) = z j := by
    intro j
    have h := Complex.norm_mul_exp_arg_mul_I (z j)
    rwa [hz j, Complex.ofReal_one, one_mul] at h
  have hre : ∀ j, (z j).re = Real.cos |(z j).arg| := by
    intro j
    rw [Real.cos_abs, ← Complex.exp_ofReal_mul_I_re, hexp j]
  -- the sum of the arguments has the same cosine as `φ`, so it is not smaller in modulus
  have hE : Complex.exp (((∑ j, (z j).arg : ℝ) : ℂ) * Complex.I)
      = Complex.exp (φ * Complex.I) := by
    rw [Complex.ofReal_sum, Finset.sum_mul, Complex.exp_sum, ← hp]
    exact Finset.prod_congr rfl (fun j _ => hexp j)
  have hcos := congrArg Complex.re hE
  rw [Complex.exp_ofReal_mul_I_re, Complex.exp_ofReal_mul_I_re] at hcos
  have hT : |φ| ≤ ∑ j, |(z j).arg| := by
    refine le_trans (le_of_not_gt fun h => ?_) (Finset.abs_sum_le_sum_abs _ _)
    have hlt := Real.cos_lt_cos_of_nonneg_of_le_pi (abs_nonneg _) hφ h
    rw [Real.cos_abs, Real.cos_abs, hcos] at hlt
    exact lt_irrefl _ hlt
  -- shrink the angles until they add up to `|φ|`
  obtain ⟨s, hs0, hs1, hsT⟩ : ∃ s : ℝ, 0 ≤ s ∧ s ≤ 1 ∧ s * ∑ j, |(z j).arg| = |φ| := by
    have hT0 : 0 ≤ ∑ j, |(z j).arg| := le_trans (abs_nonneg φ) hT
    rcases hT0.eq_or_lt with h | h
    · exact ⟨0, le_rfl, zero_le_one, by linarith [abs_nonneg φ]⟩
    · exact ⟨|φ| / ∑ j, |(z j).arg|, by positivity, (div_le_one h).mpr hT,
        div_mul_cancel₀ _ h.ne'⟩
  rw [Finset.mul_sum] at hsT
  have hmain := sum_cos_le hN (fun j => s * |(z j).arg|)
    (fun j => mul_nonneg hs0 (abs_nonneg _)) (hsT.le.trans hφ)
  have habs : Real.cos (|φ| / N) = Real.cos (φ / N) := by
    rw [← Real.cos_abs (φ / N), abs_div, Nat.abs_cast]
  rw [hsT, habs] at hmain
  refine le_trans (Finset.sum_le_sum fun j _ => ?_) hmain
  rw [hre j]
  exact Real.cos_le_cos_of_nonneg_of_le_pi (mul_nonneg hs0 (abs_nonneg _))
    (Complex.abs_arg_le_pi _) (mul_le_of_le_one_left (abs_nonneg _) hs1)

/-- Unit link phases whose product is `w ^ N`, with `|w| = 1`, can all be made equal to `w`
by a choice of site phases. -/
theorem exists_site_phases (z : Fin N → ℂ) (w : ℂ) (hz : ∀ j, ‖z j‖ = 1) (hw : ‖w‖ = 1)
    (hp : ∏ j, z j = w ^ N) :
    ∃ c : Fin N → ℂ, (∀ j, ‖c j‖ = 1) ∧ ∀ j, conj (c j) * c (j + 1) * z j = w := by
  have unit : ∀ a : ℂ, ‖a‖ = 1 → conj a * a = 1 := by
    intro a ha
    rw [Complex.conj_mul', ha]
    simp
  -- accumulate the phase corrections around the ring
  obtain ⟨g, hg⟩ : ∃ g : ℕ → ℂ, ∀ k, g k =
      ∏ i ∈ Finset.range k, w * conj (z (Fin.ofNat N i)) := ⟨_, fun _ => rfl⟩
  have hval : ∀ j : Fin N, Fin.ofNat N (j : ℕ) = j := fun j =>
    Fin.ext (Nat.mod_eq_of_lt j.2)
  have hgn : ∀ k, ‖g k‖ = 1 := by
    intro k
    simp [hg, norm_prod, hw, hz]
  have hgN : g N = 1 := by
    rw [hg, Finset.prod_range]
    simp only [hval]
    rw [Finset.prod_mul_distrib, ← map_prod, hp, Finset.prod_const, Finset.card_univ,
      Fintype.card_fin, mul_comm]
    exact unit _ (by rw [norm_pow, hw, one_pow])
  refine ⟨fun j => g j, fun j => hgn j, fun j => ?_⟩
  have hv : ((j + 1 : Fin N) : ℕ) = ((j : ℕ) + 1) % N := by
    change ((j : ℕ) + 1 % N) % N = _
    rw [Nat.add_mod_mod]
  have hstep : g ((j + 1 : Fin N) : ℕ) = g j * (w * conj (z j)) := by
    have h1 : g ((j : ℕ) + 1) = g j * (w * conj (z j)) := by
      rw [hg, Finset.prod_range_succ, ← hg, hval]
    rw [← h1, hv]
    rcases Nat.lt_or_ge ((j : ℕ) + 1) N with h | h
    · rw [Nat.mod_eq_of_lt h]
    · have h2 : (j : ℕ) + 1 = N := by have := j.2; omega
      rw [h2, Nat.mod_self, hgN, hg]
      simp
  change conj (g j) * g ((j + 1 : Fin N) : ℕ) * z j = w
  rw [hstep]
  linear_combination (w * conj (z j) * z j) * unit _ (hgn j) + w * unit _ (hz j)

/-- Multiplying each state by its factor `c j` multiplies the overlap at `j` by
`conj (c j) * c (j + 1)`. -/
theorem link_regauge (c : Fin N → ℂ) (u : Fin N → H) (j : Fin N) :
    link (regauge c u) j = conj (c j) * c (j + 1) * link u j := by
  simp only [link, regauge, inner_smul_left, inner_smul_right]
  ring

/-- Among all gauges of at least two states on a ring, with overlaps of equal modulus `r > 0`
and cyclic product `r ^ N exp (iφ)`, `|φ| ≤ π`, the greatest alignment is `N r cos (φ/N)`,
and some gauge has every overlap equal to `r exp (iφ/N)`. -/
theorem optimal_ring_gauge (hN : 2 ≤ N) {r φ : ℝ} (hr : 0 < r) (hφ : |φ| ≤ Real.pi)
    (u : Fin N → H) (hmod : ∀ j, ‖link u j‖ = r)
    (hB : ∏ j, link u j = (r : ℂ) ^ N * Complex.exp (φ * Complex.I)) :
    IsGreatest {a | ∃ c : Fin N → ℂ, (∀ j, ‖c j‖ = 1) ∧ a = alignment (regauge c u)}
      (N * r * Real.cos (φ / N)) ∧
    ∃ c : Fin N → ℂ, (∀ j, ‖c j‖ = 1) ∧
      ∀ j, link (regauge c u) j = r * Complex.exp ((φ / N : ℝ) * Complex.I) := by
  have hrC : (r : ℂ) ≠ 0 := by exact_mod_cast hr.ne'
  have hNC : (N : ℂ) ≠ 0 := by exact_mod_cast (by omega : N ≠ 0)
  have hunit : ∀ j, ‖link u j / r‖ = 1 := by
    intro j
    rw [norm_div, hmod, Complex.norm_real, Real.norm_of_nonneg hr.le, div_self hr.ne']
  have hprod : ∏ j, link u j / (r : ℂ) = Complex.exp (φ * Complex.I) := by
    rw [Finset.prod_div_distrib, hB, Finset.prod_const, Finset.card_univ, Fintype.card_fin,
      mul_div_cancel_left₀ _ (pow_ne_zero _ hrC)]
  have heven : ∃ c : Fin N → ℂ, (∀ j, ‖c j‖ = 1) ∧
      ∀ j, link (regauge c u) j = r * Complex.exp ((φ / N : ℝ) * Complex.I) := by
    obtain ⟨c, hc, h⟩ := exists_site_phases (fun j => link u j / r)
      (Complex.exp ((φ / N : ℝ) * Complex.I)) hunit (Complex.norm_exp_ofReal_mul_I _) (by
        rw [hprod, ← Complex.exp_nat_mul]
        congr 1
        push_cast
        field_simp)
    refine ⟨c, hc, fun j => ?_⟩
    rw [link_regauge, ← h j]
    field_simp
  refine ⟨⟨?_, ?_⟩, heven⟩
  · obtain ⟨c, hc, h⟩ := heven
    refine ⟨c, hc, ?_⟩
    simp only [alignment, h, Complex.re_ofReal_mul, Complex.exp_ofReal_mul_I_re,
      Finset.sum_const, Finset.card_univ, Fintype.card_fin, nsmul_eq_mul]
    ring
  · rintro a ⟨c, hc, rfl⟩
    -- the site phases cancel in the product around the ring
    have hcancel : ∏ j, conj (c j) * c (j + 1) = 1 := by
      have hs : ∏ j, c (j + 1) = ∏ j, c j := Equiv.prod_comp (Equiv.addRight (1 : Fin N)) c
      rw [Finset.prod_mul_distrib, hs, ← Finset.prod_mul_distrib]
      refine Finset.prod_eq_one fun j _ => ?_
      rw [Complex.conj_mul', hc j]
      simp
    have h := sum_re_le hN hφ (fun j => conj (c j) * c (j + 1) * (link u j / r))
      (fun j => by rw [norm_mul, norm_mul, RCLike.norm_conj, hc, hc, hunit]; norm_num)
      (by rw [Finset.prod_mul_distrib, hcancel, hprod, one_mul])
    have hre : ∀ j, (conj (c j) * c (j + 1) * (link u j / r)).re
        = (link (regauge c u) j).re / r := by
      intro j
      rw [link_regauge, ← mul_div_assoc, Complex.div_ofReal_re]
    simp only [hre] at h
    rw [← Finset.sum_div, div_le_iff₀ hr] at h
    unfold alignment
    linarith

/-- Three unnormalised states on a ring of three sites. -/
def triangle : Fin 3 → EuclideanSpace ℂ (Fin 3) :=
  ![!₂[1, -1, 0], !₂[0, 1, -1], !₂[-1, 0, 1]]

/-- The three states of `triangle` have overlaps of modulus `1` and a cyclic product of
overlaps with phase `π`. -/
theorem triangle_witness : (∀ j, ‖link triangle j‖ = 1) ∧
    ∏ j, link triangle j = ((1 : ℝ) : ℂ) ^ 3 * Complex.exp (Real.pi * Complex.I) := by
  have hl : ∀ j, link triangle j = -1 := by
    intro j
    fin_cases j <;> simp [link, triangle, PiLp.inner_apply, Fin.sum_univ_three]
  refine ⟨fun j => by rw [hl, norm_neg, norm_one], ?_⟩
  rw [Complex.exp_pi_mul_I, Fin.prod_univ_three, hl, hl, hl]
  norm_num

end

end RingWannierGauge
```

```lean
#print axioms RingWannierGauge.optimal_ring_gauge
```

```
'RingWannierGauge.optimal_ring_gauge' depends on axioms: [propext, Classical.choice, Quot.sound]
```

`sum_cos_le` is the averaging argument: `hpair` bounds each pair sum by π, `hmid` is the cosine identity with its estimate, and `hJ` is Jensen's inequality. In `sum_re_le`, `hT` proves |φ| ≤ S, and the `obtain` that follows supplies the factor s.

`exists_site_phases` builds g as a cumulative product. `hgN` closes the ring, and `hstep` treats the last link separately because its index wraps to 0. `link_regauge` is the transformation law for overlaps. The main theorem divides the links by r, takes the even gauge from `exists_site_phases`, and obtains the upper bound from `hcancel` and `sum_re_le`.

`triangle_witness` supplies an example with N = 3 and φ = π. The vectors (1, −1, 0), (0, 1, −1) and (−1, 0, 1) have squared length 2 and overlaps −1; after normalisation the overlaps are −1/2. The alignment of the normalised states starts at −3/2. The recipe gives

c = (1, exp(−2πi/3), exp(−4πi/3)),

which turns each normalised overlap into exp(iπ/3)/2. The alignment becomes 3/4, while parallel transport gives only 1/2 + 1/2 − 1/2 = 1/2. The choice φ = −π describes the same product, so the gauge with links exp(−iπ/3)/2 is equally good.

Your suspicion is justified when the moduli may be arbitrary positive numbers. Take three normalised states with overlap moduli 0.4, 0.4 and 0.1 and φ = π; such states exist because their Gram matrix is diagonally dominant. Even phases give 0.9 cos(π/3) = 0.45. Putting the whole phase on the weak link gives 0.4 + 0.4 − 0.1 = 0.7, so there the sacrifice wins.
